# Under a Möbius map of unit determinant, the Wick sum of free Majorana fields gains one factor $\gamma z+\delta$ per field

A chiral free Majorana field on the complex plane has the two-point function $1/(z_i-z_j)$ in its usual normalisation. When the distinct points of one of its correlators are moved by a Möbius map, the value of the correlator generally changes, and a rule for that change gives the new value without evaluating the signed sum over pairings again. For $z\mapsto(\alpha z+\beta)/(\gamma z+\delta)$ with $\alpha\delta-\beta\gamma=1$ and no point sent to infinity, the rule is to multiply the old value by $\gamma z_i+\delta$ for each field.

```lean
import Mathlib

open Function

namespace MajoranaMobius

noncomputable section

variable {ι K : Type*} [Field K]

/-- The signed Wick sum of a list of fermion fields: the first field is contracted with each
later one, with alternating sign, and the remaining fields are treated in the same way. -/
def wick (G : ι → ι → K) : List ι → K
  | [] => 1
  | a :: L => ∑ k : Fin L.length,
      (-1) ^ (k : ℕ) * G a (L.get k) * wick G (L.eraseIdx k.val)
termination_by L => L.length
decreasing_by exact Nat.lt_succ_of_le (List.eraseIdx_sublist _ _).length_le

/-- `G` is a propagator of the Majorana field at the points `z`: for distinct indices it is
the inverse of the separation. Its diagonal is unrestricted. -/
def IsMajoranaPropagator (z : ι → K) (G : ι → ι → K) : Prop :=
  ∀ i j, i ≠ j → (z i - z j) * G i j = 1

/-- The Möbius map `x ↦ (α x + β) / (γ x + δ)`. -/
def mobius (α β γ δ x : K) : K := (α * x + β) / (γ * x + δ)

private theorem wick_nil (G : ι → ι → K) : wick G [] = 1 := by
  rw [wick]

private theorem wick_cons (G : ι → ι → K) (a : ι) (L : List ι) :
    wick G (a :: L) = ∑ k : Fin L.length,
      (-1) ^ (k : ℕ) * G a (L.get k) * wick G (L.eraseIdx k.val) := by
  rw [wick]

private theorem wick_pair (G : ι → ι → K) (a b : ι) : wick G [a, b] = G a b := by
  have h : wick G [a, b] = (-1) ^ 0 * G a b * wick G [] :=
    (wick_cons G a [b]).trans (Fin.sum_univ_one (fun k : Fin 1 =>
      (-1) ^ (k : ℕ) * G a ([b].get k) * wick G ([b].eraseIdx k.val)))
  rw [h, wick_nil]
  ring

/-- The four-point Wick sum consists of the three pairings, the crossed one with a minus
sign. -/
theorem wick_four (G : ι → ι → K) (a b c d : ι) :
    wick G [a, b, c, d] = G a b * G c d - G a c * G b d + G a d * G b c := by
  have h : wick G [a, b, c, d] = (-1) ^ 0 * G a b * wick G [c, d]
      + (-1) ^ 1 * G a c * wick G [b, d] + (-1) ^ 2 * G a d * wick G [b, c] :=
    (wick_cons G a [b, c, d]).trans (Fin.sum_univ_three (fun k : Fin 3 =>
      (-1) ^ (k : ℕ) * G a ([b, c, d].get k) * wick G ([b, c, d].eraseIdx k.val)))
  rw [h, wick_pair, wick_pair, wick_pair]
  ring

private theorem prod_erase (g : ι → K) : ∀ (L : List ι) (k : Fin L.length),
    g (L.get k) * ((L.eraseIdx k.val).map g).prod = (L.map g).prod
  | [], k => k.elim0
  | a :: L, ⟨0, _⟩ => by simp
  | a :: L, ⟨k + 1, h⟩ => by
    have ih := prod_erase g L ⟨k, by simpa using h⟩
    simp only [List.get_eq_getElem, List.getElem_cons_succ, List.eraseIdx_cons_succ,
      List.map_cons, List.prod_cons] at ih ⊢
    linear_combination g a * ih

/-- If every contraction of two distinct fields is rescaled by one factor per field, the Wick
sum of distinct fields is rescaled by the product of these factors. -/
theorem wick_rescale {G G' : ι → ι → K} (g : ι → K)
    (h : ∀ i j, i ≠ j → G' i j = g i * g j * G i j) (L : List ι) (hL : L.Nodup) :
    wick G' L = (L.map g).prod * wick G L := by
  -- induction on a bound for the number of fields
  have key : ∀ n : ℕ, ∀ L : List ι, L.length < n → L.Nodup →
      wick G' L = (L.map g).prod * wick G L := by
    intro n
    induction n with
    | zero => intro L hl _; omega
    | succ n ih =>
      intro L hl hL
      cases L with
      | nil => simp [wick_nil]
      | cons a L =>
        rw [wick_cons, wick_cons, Finset.mul_sum]
        refine Finset.sum_congr rfl fun k _ => ?_
        have hne : a ≠ L.get k := by
          intro e
          apply (List.nodup_cons.mp hL).1
          rw [e]
          exact List.get_mem L k
        have hsub : (L.eraseIdx k.val).Nodup :=
          List.Nodup.sublist (List.eraseIdx_sublist L k.val) (List.nodup_cons.mp hL).2
        have hlen : (L.eraseIdx k.val).length < n := by
          have h1 := (List.eraseIdx_sublist L k.val).length_le
          rw [List.length_cons] at hl
          omega
        -- the contracted pair supplies the two factors missing from the shorter list
        rw [h _ _ hne, ih _ hlen hsub, List.map_cons, List.prod_cons, ← prod_erase g L k]
        ring
  exact key (L.length + 1) L (Nat.lt_succ_self _) hL

/-- The function `1 / (z i - z j)` is a Majorana propagator exactly when the points are
distinct. -/
theorem isMajoranaPropagator_iff (z : ι → K) :
    IsMajoranaPropagator z (fun i j => 1 / (z i - z j)) ↔ Injective z := by
  constructor
  · intro h i j e
    by_contra hne
    have h1 := h i j hne
    simp [e] at h1
  · intro hz i j hne
    exact mul_one_div_cancel (sub_ne_zero.mpr (hz.ne hne))

/-- A Möbius map of unit determinant divides the separation of two points by the product of
their local factors. -/
theorem mobius_sub {α β γ δ x y : K} (hdet : α * δ - β * γ = 1)
    (hx : γ * x + δ ≠ 0) (hy : γ * y + δ ≠ 0) :
    (mobius α β γ δ x - mobius α β γ δ y) * ((γ * x + δ) * (γ * y + δ)) = x - y := by
  unfold mobius
  rw [div_sub_div _ _ hx hy, div_mul_cancel₀ _ (mul_ne_zero hx hy)]
  linear_combination (x - y) * hdet

/-- For a Möbius map of unit determinant that sends no labelled point to infinity, multiplying a
Majorana propagator by the local factors of both points gives a Majorana propagator at the
Möbius-transformed points. -/
theorem mobius_propagator {α β γ δ : K} {z : ι → K} {G : ι → ι → K}
    (hdet : α * δ - β * γ = 1) (hden : ∀ i, γ * z i + δ ≠ 0)
    (hG : IsMajoranaPropagator z G) :
    IsMajoranaPropagator (fun i => mobius α β γ δ (z i))
      (fun i j => (γ * z i + δ) * (γ * z j + δ) * G i j) := by
  intro i j hij
  have hm := mobius_sub hdet (hden i) (hden j)
  have h1 := hG i j hij
  show (mobius α β γ δ (z i) - mobius α β γ δ (z j)) *
    ((γ * z i + δ) * (γ * z j + δ) * G i j) = 1
  linear_combination h1 + G i j * hm

/-- Möbius covariance of Majorana correlators: under a Möbius map of unit determinant that sends no
labelled point to infinity, the Wick sum of distinct fields is multiplied by one factor `γ z i + δ`
for each field. -/
theorem wick_mobius {α β γ δ : K} {z : ι → K} {G G' : ι → ι → K}
    (hdet : α * δ - β * γ = 1) (hden : ∀ i, γ * z i + δ ≠ 0)
    (hG : IsMajoranaPropagator z G)
    (hG' : IsMajoranaPropagator (fun i => mobius α β γ δ (z i)) G')
    (L : List ι) (hL : L.Nodup) :
    wick G' L = (L.map fun i => γ * z i + δ).prod * wick G L := by
  refine wick_rescale (fun i => γ * z i + δ) (fun i j hij => ?_) L hL
  -- both sides invert the same separation of the transformed points
  have h1 := hG i j hij
  have h2 : (mobius α β γ δ (z i) - mobius α β γ δ (z j)) * G' i j = 1 := hG' i j hij
  have hm := mobius_sub hdet (hden i) (hden j)
  show G' i j = (γ * z i + δ) * (γ * z j + δ) * G i j
  linear_combination (-G' i j) * h1 + (γ * z i + δ) * (γ * z j + δ) * G i j * h2
    - G' i j * G i j * hm

/-- Dilation law: when all points are scaled by `s ^ 2`, the original Wick sum of `n` distinct
fields is `s ^ n` times the new one. -/
theorem wick_dilation {s : K} {z : ι → K} {G G' : ι → ι → K}
    (hG : IsMajoranaPropagator z G) (hG' : IsMajoranaPropagator (fun i => s ^ 2 * z i) G')
    (L : List ι) (hL : L.Nodup) : wick G L = s ^ L.length * wick G' L := by
  have h := wick_rescale (G := G') (G' := G) (fun _ => s) (fun i j hij => by
    have h1 := hG i j hij
    have h2 : (s ^ 2 * z i - s ^ 2 * z j) * G' i j = 1 := hG' i j hij
    show G i j = s * s * G' i j
    linear_combination (-G i j) * h2 + s ^ 2 * G' i j * h1) L hL
  simpa using h

/-- Under the real dilation `z ↦ 4 z`, a factor `2 ^ m` for each field relates the two-point
functions exactly when `m = 1`. -/
theorem weight_unique {z : ι → ℝ} {G G' : ι → ι → ℝ} (hG : IsMajoranaPropagator z G)
    (hG' : IsMajoranaPropagator (fun i => 4 * z i) G') {i j : ι} (hij : i ≠ j) (m : ℕ) :
    2 ^ m * 2 ^ m * wick G' [i, j] = wick G [i, j] ↔ m = 1 := by
  have h1 := hG i j hij
  have h2 : (4 * z i - 4 * z j) * G' i j = 1 := hG' i j hij
  have hne : G' i j ≠ 0 := by
    intro h0
    rw [h0, mul_zero] at h2
    exact zero_ne_one h2
  have h4 : G i j = 4 * G' i j := by
    linear_combination (-G i j) * h2 + 4 * G' i j * h1
  rw [wick_pair, wick_pair, h4]
  constructor
  · intro h
    have h5 : (2 : ℝ) ^ m * 2 ^ m = 4 := mul_right_cancel₀ hne h
    clear h
    rcases m with _ | _ | m
    · norm_num at h5
    · rfl
    · exfalso
      have h6 : (1 : ℝ) ≤ 2 ^ m := one_le_pow₀ (by norm_num)
      rw [pow_succ, pow_succ] at h5
      nlinarith
  · rintro rfl
    ring

/-- The natural numbers as points of the rational line, with the map `x ↦ -1 / (x + 1)`, meet the
conditions that the covariance theorem places on the map and the propagators, with explicit
propagators. -/
theorem wick_mobius_witness :
    (0 : ℚ) * 1 - (-1) * 1 = 1 ∧ (∀ i : ℕ, (1 : ℚ) * (i : ℚ) + 1 ≠ 0) ∧
    IsMajoranaPropagator (fun i : ℕ => (i : ℚ)) (fun i j => 1 / ((i : ℚ) - (j : ℚ))) ∧
    IsMajoranaPropagator (fun i : ℕ => mobius 0 (-1) 1 1 (i : ℚ))
      (fun i j => (1 * (i : ℚ) + 1) * (1 * (j : ℚ) + 1) * (1 / ((i : ℚ) - (j : ℚ)))) := by
  have hdet : (0 : ℚ) * 1 - (-1) * 1 = 1 := by norm_num
  have hden : ∀ i : ℕ, (1 : ℚ) * (i : ℚ) + 1 ≠ 0 := fun i => by positivity
  have hG : IsMajoranaPropagator (fun i : ℕ => (i : ℚ))
      (fun i j => 1 / ((i : ℚ) - (j : ℚ))) :=
    (isMajoranaPropagator_iff (fun i : ℕ => (i : ℚ))).mpr Nat.cast_injective
  exact ⟨hdet, hden, hG, mobius_propagator hdet hden hG⟩

end

end MajoranaMobius
```

```lean
#print axioms MajoranaMobius.wick_four
#print axioms MajoranaMobius.wick_mobius
#print axioms MajoranaMobius.wick_dilation
#print axioms MajoranaMobius.weight_unique
```

```
'MajoranaMobius.wick_four' depends on axioms: [propext, Classical.choice, Quot.sound]
'MajoranaMobius.wick_mobius' depends on axioms: [propext, Classical.choice, Quot.sound]
'MajoranaMobius.wick_dilation' depends on axioms: [propext, Classical.choice, Quot.sound]
'MajoranaMobius.weight_unique' depends on axioms: [propext, Classical.choice, Quot.sound]
```

## A correlator as a recursive sum over contractions

The fields are labelled by indices from a type `ι`, and field $i$ sits at the point $z_i$ in a field of numbers `K`. In physics `K` is usually $\mathbb C$, but the main theorem holds over any field. A function $G$ assigns to two indices their contraction $G_{ij}$, and a list `L` fixes the order of the fields in the correlator.

The Wick sum $W_G$, written `wick G L`, is 1 for the empty list. For a field $a$ followed by $L=(b_0,\dots,b_{m-1})$ it is

$$W_G(a,L)=\sum_{k=0}^{m-1}(-1)^k\,G_{ab_k}\,W_G(L_k),$$

where $L_k$ is $L$ with $b_k$ removed. The sign counts the fermions that $b_k$ passes on its way to $a$. A single field has nothing to contract with, so its sum is empty and equals 0; the recursion then gives 0 for every odd number of fields. For four fields, `wick_four` gives

$$W_G(a,b,c,d)=G_{ab}G_{cd}-G_{ac}G_{bd}+G_{ad}G_{bc}.$$

The predicate `IsMajoranaPropagator z G` says that $(z_i-z_j)G_{ij}=1$ whenever $i\neq j$. Off the diagonal this fixes $G_{ij}=1/(z_i-z_j)$, and it forces different indices to sit at different points. Conversely, `isMajoranaPropagator_iff` shows that $1/(z_i-z_j)$ satisfies the predicate exactly when $z$ is injective. The diagonal values $G_{ii}$ are left free.

The main theorem, `wick_mobius`, takes a propagator $G$ for the points $z_i$ and a propagator $G'$ for the images

$$w_i=\frac{\alpha z_i+\beta}{\gamma z_i+\delta}.$$

It assumes unit determinant (`hdet`), nonzero denominators at all labelled points (`hden`) and a list without repeated indices (`L.Nodup`). Its conclusion is

$$W_{G'}(L)=\Big(\prod_{i\in L}(\gamma z_i+\delta)\Big)\,W_G(L).$$

For example, take the points $0,1,2,3$ and the map $x\mapsto-1/(x+1)$. The original sum is $1-\tfrac14+\tfrac13=\tfrac{13}{12}$. The local factors are $1,2,3,4$, with product 24, so the sum at the images $-1,-\tfrac12,-\tfrac13,-\tfrac14$ should be 26. Direct evaluation gives $24-6+8=26$. The theorem `wick_mobius_witness` uses this map with all natural numbers as points, and confirms that the assumptions on the map and the propagators are met there.

## Weight one half, and the physics that is put in

The derivative of the Möbius map is $dw/dz=(\gamma z+\delta)^{-2}$. A primary field of weight $h$ contributes $(dw/dz)^{-h}$ when its correlator is carried from $z$ to $w$, so the factor $\gamma z+\delta$ corresponds to $h=\tfrac12$. Reversing the signs of all four coefficients leaves the map unchanged and reverses every local factor. The correlator rule is unaffected, because an even number of signs cancels and an odd correlator vanishes.

Two physical inputs are assumed. The first is the two-point function $1/(z_i-z_j)$ of a chiral free Majorana field in its usual normalisation. The second is Wick's theorem: the correlator is defined by its contractions, with no field operators or vacuum state from which to derive them. The maps are the global Möbius maps, so general local conformal transformations are not treated. Unit determinant fixes the common scale of the four coefficients up to sign, and the condition on the denominators keeps every image at a finite point.

For an even number of particles, the same sum is the Pfaffian factor of the Moore–Read trial wave function for a quantum Hall state. The rule describes how that factor alone, for finitely many particles, responds to a Möbius map of the coordinates.

Two further theorems look at dilations. If all points are scaled by $s^2$, `wick_dilation` says that the original sum of $n$ distinct fields is $s^n$ times the new one, so each field carries half a power of the scale. In `weight_unique` the points are real and scaled by 4, and each field is given a trial factor $2^m$ with $m$ a natural number. This relates the two-point functions only for $m=1$, which among the weights $m/2$ selects one half.

## From one separation to the whole correlator

Write $g_i=\gamma z_i+\delta$. Over a common denominator, the difference of two images has the numerator

$$(\alpha z_i+\beta)(\gamma z_j+\delta)-(\alpha z_j+\beta)(\gamma z_i+\delta).$$

The terms $\alpha\gamma z_iz_j$ and $\beta\delta$ cancel, which leaves $(\alpha\delta-\beta\gamma)(z_i-z_j)=z_i-z_j$. Therefore

$$w_i-w_j=\frac{z_i-z_j}{g_ig_j},\qquad G'_{ij}=\frac1{w_i-w_j}=g_ig_j\,G_{ij}\quad(i\ne j).$$

Each contraction thus gains one factor for each of its two fields. In a complete pairing every field is contracted once, so every term gains the same product. The recursion makes this precise. For the empty list both sums are 1. Suppose the rule holds for all shorter lists. Then

$$W_{G'}(a,L)=\sum_k(-1)^k\,g_ag_{b_k}G_{ab_k}\Big(\prod_{i\in L_k}g_i\Big)W_G(L_k).$$

The product over $L_k$ lacks only the factor of the removed field, and $g_{b_k}$ supplies it:

$$g_{b_k}\prod_{i\in L_k}g_i=\prod_{i\in L}g_i.$$

The common factor $g_a\prod_{i\in L}g_i$ can now be taken out of the sum, and what remains is $W_G(a,L)$.

## How the Lean proof follows these steps

The lemma `mobius_sub` is the difference identity with the denominators multiplied out, for two points at which they are nonzero. After the fractions are combined, `linear_combination (x - y) * hdet` inserts the unit determinant. From it, `mobius_propagator` shows that $g_ig_jG_{ij}$ is a propagator at the image points, so a suitable $G'$ always exists.

The induction is `wick_rescale`, stated for any factors $g_i$ and any contractions with $G'_{ij}=g_ig_jG_{ij}$ for $i\neq j$. A contraction removes two fields at once, so the inner statement `key` covers all lists shorter than a bound `n`, and the induction runs over that bound. For each term the proof checks that $a\neq b_k$ and that $L_k$ is shorter and still free of repetitions. The lemma `prod_erase` restores the missing factor, and `ring` collects the product.

In `wick_mobius` the only remaining task is the rescaling of one contraction, which is done without division:

$$G'_{ij}=G'_{ij}(z_i-z_j)G_{ij}=G'_{ij}(w_i-w_j)\,g_ig_j\,G_{ij}=g_ig_jG_{ij}.$$

The three equalities use the propagator equation for $G$, the difference identity and the propagator equation for $G'$; the final `linear_combination` carries these same three ingredients.

The dilation law applies `wick_rescale` with the constant factor $s$ and the roles of $G$ and $G'$ exchanged. For `weight_unique`, the propagator equations give $G_{ij}=4G'_{ij}$ with $G'_{ij}\neq0$, so the condition becomes $2^m2^m=4$. The case $m=0$ gives 1 on the left, and any $m\geq2$ gives at least 16.

## A repeated index, and a model that would permit it

Without the assumption of distinct indices the rule fails already for one label $a$. Take $z_a=0$ and the identity map, $\alpha=\delta=1$ and $\beta=\gamma=0$. The propagator condition concerns only pairs of different indices, so it permits $G_{aa}=0$ and $G'_{aa}=1$. For the list $(a,a)$ the sum with $G'$ is 1, while the local factors times the sum with $G$ give 0.

A different model would fix both contractions as the functions $1/(z_i-z_j)$ and $1/(w_i-w_j)$ from the start. Since Lean sets $1/0=0$, both diagonals would then vanish, and the same argument would cover lists with repetitions. The additional cases would reflect that convention for division, whereas the physical two-point function is singular when the points coincide. Leaving the diagonal free keeps the theorem to correlators at separate points.
